# For a local potential and a Jastrow factor with $D_i e = (D_i\tau)e$, the transcorrelated Hamiltonian ends at the double commutator

## Wavefunctions, operators and the Jastrow factor

Let $K$ be a field of characteristic zero, such as $\mathbb{Q}$, $\mathbb{R}$ or $\mathbb{C}$, and let $A$ be a commutative algebra over $K$. Elements of $A$ play the role of wavefunctions. The finite set $\iota$ labels the Cartesian coordinates, so $N$ electrons in three dimensions have $3N$ labels. In the model to keep in mind, $A$ consists of smooth functions on an open region of configuration space. If that region leaves out the points where particles meet, $A$ also contains Coulomb potentials and smooth functions of the interelectronic distances.

In Lean 4 with Mathlib:

```lean
import Mathlib

open Finset

namespace Transcorrelation

noncomputable section

variable {K A ι : Type*} [Field K] [CharZero K] [CommRing A] [Algebra K A] [Fintype ι]
```

Functions act on wavefunctions by multiplication, $\psi \mapsto a\psi$. An operator is a $K$-linear map from $A$ to itself, of type `Module.End K A`, and is therefore defined on all of $A$.

```lean
/-- The operator that multiplies a wavefunction by `a`. -/
def mulOp (K : Type*) {A : Type*} [Field K] [CommRing A] [Algebra K A] (a : A) :
    Module.End K A := LinearMap.mulLeft K a
```

The commutator has the usual sign, $[X,Y]=XY-YX$, where the product of operators is composition.

```lean
/-- The commutator `[X, Y] = XY - YX` of two operators. -/
def comm {K A : Type*} [Field K] [CommRing A] [Algebra K A] (X Y : Module.End K A) :
    Module.End K A := X * Y - Y * X
```

Each $D_i$ is a derivation: it is $K$-linear and obeys the Leibniz rule $D_i(ab)=a\,D_ib+(D_ia)\,b$. In atomic units the Hamiltonian is

$$H=-\tfrac12\sum_i D_i^2+V .$$

The potential $V$ is an arbitrary element of $A$ acting by multiplication. Nonlocal pseudopotentials and terms of first order in the derivatives are not included. The $D_i$ are not required to commute with one another.

```lean
/-- The Hamiltonian `H = -(1/2) ∑ D_i² + V`. -/
def hamiltonian {K A ι : Type*} [Field K] [CommRing A] [Algebra K A] [Fintype ι]
    (D : ι → Derivation K A A) (V : A) : Module.End K A :=
  -((1 / 2 : K) • ∑ i, (D i).toLinearMap ∘ₗ (D i).toLinearMap) + mulOp K V
```

The similarity transform of an operator $X$ by an invertible $e\in A$ is $e^{-1}Xe$. The type `Aˣ` contains the invertible elements.

```lean
/-- The similarity transform `e⁻¹ X e` of an operator by an invertible factor `e`. -/
def transform {K A : Type*} [Field K] [CommRing A] [Algebra K A] (e : Aˣ)
    (X : Module.End K A) : Module.End K A :=
  mulOp K (↑e⁻¹ : A) * X * mulOp K (e : A)
```

The Jastrow factor of physics is $e=\exp\tau$ with a correlation function $\tau$. A general algebra has no exponential, so the theorems below assume only what the chain rule would give, $D_ie=(D_i\tau)e$ for every $i$. This says that the logarithmic derivative of the factor is the gradient of $\tau$.

## Letting the operators act

Every identity between operators is checked on an arbitrary wavefunction. Multiplication gives $a\psi$:

```lean
omit [CharZero K] in
private lemma mulOp_apply (a ψ : A) : mulOp K a ψ = a * ψ := rfl
```

The commutator with a function gives $[X,a]\psi=X(a\psi)-a\,X\psi$:

```lean
omit [CharZero K] in
private lemma comm_apply (X : Module.End K A) (a ψ : A) :
    comm X (mulOp K a) ψ = X (a * ψ) - a * X ψ := rfl
```

The transformed operator gives $(e^{-1}Xe)\psi=e^{-1}X(e\psi)$:

```lean
omit [CharZero K] in
private lemma transform_apply (e : Aˣ) (X : Module.End K A) (ψ : A) :
    transform e X ψ = (↑e⁻¹ : A) * X ((e : A) * ψ) := rfl
```

The Hamiltonian gives $H\psi=-\tfrac12\sum_iD_i^2\psi+V\psi$:

```lean
omit [CharZero K] in
private lemma hamiltonian_apply (D : ι → Derivation K A A) (V ψ : A) :
    hamiltonian D V ψ = -((1 / 2 : K) • ∑ i, D i (D i ψ)) + V * ψ := by
  simp [hamiltonian, mulOp_apply]
```

The factor $\tfrac12$ belongs to $K$, while the algebra is done in $A$. Its image in $A$ satisfies $\tfrac12+\tfrac12=1$, and this is where characteristic zero enters.

```lean
private lemma half_add_half :
    algebraMap K A (1 / 2) + algebraMap K A (1 / 2) = 1 := by
  rw [← map_add, add_halves, map_one]
```

## Two product rules

Applying the Leibniz rule twice gives $D_i^2(a\psi)=a\,D_i^2\psi+2(D_ia)(D_i\psi)+(D_i^2a)\psi$. Summed over $i$, this is

$$\sum_iD_i^2(a\psi)=a\sum_iD_i^2\psi+2\sum_i(D_ia)(D_i\psi)+\Big(\sum_iD_i^2a\Big)\psi .$$

The proof collects both sides into single sums and compares them term by term.

```lean
omit [CharZero K] in
private lemma laplacian_mul (D : ι → Derivation K A A) (a ψ : A) :
    ∑ i, D i (D i (a * ψ)) =
      a * ∑ i, D i (D i ψ) + 2 * ∑ i, D i a * D i ψ + (∑ i, D i (D i a)) * ψ := by
  rw [mul_sum, mul_sum, sum_mul, ← sum_add_distrib, ← sum_add_distrib]
  refine sum_congr rfl fun i _ => ?_
  simp only [Derivation.leibniz, smul_eq_mul, map_add]
  ring
```

For the first-order operator $\sum_i(D_ia)D_i$ one application suffices:

$$\sum_i(D_ia)\,D_i(b\psi)=b\sum_i(D_ia)(D_i\psi)+\Big(\sum_i(D_ia)(D_ib)\Big)\psi .$$

```lean
omit [CharZero K] in
private lemma gradient_mul (D : ι → Derivation K A A) (a b ψ : A) :
    ∑ i, D i a * D i (b * ψ) =
      b * ∑ i, D i a * D i ψ + (∑ i, D i a * D i b) * ψ := by
  rw [mul_sum, sum_mul, ← sum_add_distrib]
  refine sum_congr rfl fun i _ => ?_
  simp only [Derivation.leibniz, smul_eq_mul]
  ring
```

## The commutators with $\tau$

In $H(\tau\psi)-\tau H\psi$ the potential cancels, because $V\tau\psi=\tau V\psi$. The first product rule with $a=\tau$ then removes $\tau\sum_iD_i^2\psi$ and leaves

$$[H,\tau]\psi=-\sum_i(D_i\tau)(D_i\psi)-\tfrac12\Big(\sum_iD_i^2\tau\Big)\psi .$$

The closing `linear_combination` joins the two halves of the gradient term.

```lean
/-- The commutator `[H, τ]` acts as `-∑ (D_i τ) D_i - (1/2) ∑ (D_i² τ)`. -/
theorem comm_hamiltonian_apply (D : ι → Derivation K A A) (V τ ψ : A) :
    comm (hamiltonian D V) (mulOp K τ) ψ =
      -(∑ i, D i τ * D i ψ) - (1 / 2 : K) • ((∑ i, D i (D i τ)) * ψ) := by
  rw [comm_apply, hamiltonian_apply, hamiltonian_apply, laplacian_mul]
  simp only [Algebra.smul_def]
  linear_combination (-(∑ i, D i τ * D i ψ)) * half_add_half (K := K) (A := A)
```

Now take the commutator with $\tau$ again. In $[H,\tau](\tau\psi)-\tau[H,\tau]\psi$ the terms with $D_i^2\tau$ cancel, since they are multiplications. The second product rule with $a=b=\tau$ shows that the gradient part contributes only

$$[[H,\tau],\tau]\psi=-\Big(\sum_i(D_i\tau)^2\Big)\psi .$$

No derivative of $\psi$ is left, so the double commutator is itself a multiplication operator.

```lean
/-- The double commutator `[[H, τ], τ]` is multiplication by `-∑ (D_i τ)²`. -/
theorem double_comm (D : ι → Derivation K A A) (V τ : A) :
    comm (comm (hamiltonian D V) (mulOp K τ)) (mulOp K τ) =
      mulOp K (-∑ i, (D i τ) ^ 2) := by
  refine LinearMap.ext fun ψ => ?_
  rw [comm_apply, comm_hamiltonian_apply, comm_hamiltonian_apply, gradient_mul, mulOp_apply]
  simp only [Algebra.smul_def, sq]
  ring
```

Multiplication operators commute because $A$ is commutative. With $g=-\sum_i(D_i\tau)^2$, the triple commutator acts as $g\tau\psi-\tau g\psi=0$.

```lean
/-- The triple commutator `[[[H, τ], τ], τ]` vanishes. -/
theorem triple_comm (D : ι → Derivation K A A) (V τ : A) :
    comm (comm (comm (hamiltonian D V) (mulOp K τ)) (mulOp K τ)) (mulOp K τ) = 0 := by
  refine LinearMap.ext fun ψ => ?_
  rw [double_comm, comm_apply, mulOp_apply, mulOp_apply, LinearMap.zero_apply]
  ring
```

These three results hold for every $\tau\in A$ and do not involve $e$.

## Conjugation by the Jastrow factor

Differentiating the condition on $e$ once more gives

$$D_i^2e=D_i\big((D_i\tau)e\big)=\big(D_i^2\tau+(D_i\tau)^2\big)e .$$

Put $a=e$ in the first product rule. Every term then carries a factor $e$:

$$H(e\varphi)=e\Big[-\tfrac12\sum_iD_i^2\varphi-\sum_i(D_i\tau)(D_i\varphi)-\tfrac12\sum_i\big(D_i^2\tau+(D_i\tau)^2\big)\varphi+V\varphi\Big].$$

Multiplying by $e^{-1}$ yields

$$e^{-1}He\,\varphi=H\varphi-\sum_i(D_i\tau)(D_i\varphi)-\tfrac12\sum_i\big(D_i^2\tau+(D_i\tau)^2\big)\varphi .$$

In the proof, `hG` and `hM` factor $e$ out of the first- and second-derivative terms, and `hu` cancels it.

```lean
/-- Working form of the transcorrelated Hamiltonian: `e⁻¹ H e` is `H` minus the gradient term
`∑ (D_i τ) D_i` and minus half of `∑ D_i² τ + ∑ (D_i τ)²`. -/
theorem transform_hamiltonian_apply (D : ι → Derivation K A A) (V τ : A) (e : Aˣ)
    (he : ∀ i, D i (e : A) = D i τ * e) (φ : A) :
    transform e (hamiltonian D V) φ = hamiltonian D V φ - ∑ i, D i τ * D i φ
      - (1 / 2 : K) • ((∑ i, D i (D i τ) + ∑ i, (D i τ) ^ 2) * φ) := by
  -- the derivatives of the Jastrow factor are proportional to the factor itself
  have hG : ∑ i, D i (e : A) * D i φ = e * ∑ i, D i τ * D i φ := by
    rw [mul_sum]
    refine sum_congr rfl fun i _ => ?_
    rw [he i]
    ring
  have hM : ∑ i, D i (D i (e : A)) = e * (∑ i, D i (D i τ) + ∑ i, (D i τ) ^ 2) := by
    rw [← sum_add_distrib, mul_sum]
    refine sum_congr rfl fun i _ => ?_
    rw [he i, Derivation.leibniz, he i]
    simp only [smul_eq_mul]
    ring
  have hu : (↑e⁻¹ : A) * e = 1 := e.inv_mul
  rw [transform_apply, hamiltonian_apply, hamiltonian_apply, laplacian_mul, hG, hM]
  simp only [Algebra.smul_def]
  -- cancel `e⁻¹ e` and add up the two halves of the gradient term
  linear_combination
    (-(algebraMap K A (1 / 2)) * (∑ i, D i (D i φ) + 2 * ∑ i, D i τ * D i φ
      + (∑ i, D i (D i τ) + ∑ i, (D i τ) ^ 2) * φ) + V * φ) * hu
    - (∑ i, D i τ * D i φ) * half_add_half (K := K) (A := A)
```

The gradient term and the term with $D_i^2\tau$ are together $[H,\tau]\varphi$, and the squared gradient is $\tfrac12[[H,\tau],\tau]\varphi$. Hence

$$e^{-1}He=H+[H,\tau]+\tfrac12[[H,\tau],\tau].$$

No infinite commutator series is summed: both sides are computed separately and agree on every $\varphi$.

```lean
/-- For an invertible factor with `D_i e = (D_i τ) e`, the transcorrelated Hamiltonian is
exactly `e⁻¹ H e = H + [H, τ] + (1/2) [[H, τ], τ]`. -/
theorem transcorrelated_hamiltonian (D : ι → Derivation K A A) (V τ : A) (e : Aˣ)
    (he : ∀ i, D i (e : A) = D i τ * e) :
    transform e (hamiltonian D V) = hamiltonian D V + comm (hamiltonian D V) (mulOp K τ)
      + (1 / 2 : K) • comm (comm (hamiltonian D V) (mulOp K τ)) (mulOp K τ) := by
  refine LinearMap.ext fun φ => ?_
  rw [transform_hamiltonian_apply D V τ e he, LinearMap.add_apply, LinearMap.add_apply,
    LinearMap.smul_apply, double_comm, comm_hamiltonian_apply, mulOp_apply]
  simp only [Algebra.smul_def]
  ring
```

In electronic structure, this is the transcorrelated Hamiltonian for a multiplicative $\tau$ and a local potential, before any projection onto a finite orbital basis.

## Energies are unchanged

Let $e$ again satisfy $D_ie=(D_i\tau)e$ for every $i$, and write $\tilde H$ for the right-hand side of the expansion. Then $\tilde H\varphi=E\varphi$ means $e^{-1}H(e\varphi)=E\varphi$, and multiplication by $e$ turns this into $H(e\varphi)=E\,(e\varphi)$. Multiplication by $e^{-1}$ leads back. Since $e$ is invertible, $\varphi\neq0$ exactly when $e\varphi\neq0$, so nonzero solutions correspond to nonzero solutions. The equivalence is algebraic and contains no condition of normalisability, boundary behaviour, exchange symmetry or self-adjointness.

```lean
/-- `φ` solves the transcorrelated eigenvalue equation with energy `E` exactly when `e φ` solves
the original eigenvalue equation with the same `E`. -/
theorem transcorrelated_eigen_iff (D : ι → Derivation K A A) (V τ : A) (e : Aˣ)
    (he : ∀ i, D i (e : A) = D i τ * e) (E : K) (φ : A) :
    (hamiltonian D V + comm (hamiltonian D V) (mulOp K τ)
      + (1 / 2 : K) • comm (comm (hamiltonian D V) (mulOp K τ)) (mulOp K τ)) φ = E • φ ↔
    hamiltonian D V ((e : A) * φ) = E • ((e : A) * φ) := by
  rw [← transcorrelated_hamiltonian D V τ e he, transform_apply]
  constructor
  · intro h
    rw [← mul_smul_comm, ← h, Units.mul_inv_cancel_left]
  · intro h
    rw [h, mul_smul_comm, Units.inv_mul_cancel_left]
```

A harmonic oscillator shows the numbers. Take smooth real functions of one variable $x$, with $D=d/dx$, $V=x^2/2$, $\tau=-x^2/2$ and $e=\exp(-x^2/2)$. Then $D\tau=-x$ and $D^2\tau=-1$, so

$$[H,\tau]\varphi=x\varphi'+\tfrac12\varphi,\qquad \tfrac12[[H,\tau],\tau]\varphi=-\tfrac12x^2\varphi,$$

and the potential cancels in the sum:

$$\tilde H\varphi=-\tfrac12\varphi''+x\varphi'+\tfrac12\varphi .$$

For $\varphi=1$ this gives $E=\tfrac12$, and for $\varphi=x$ it gives $E=\tfrac32$. At the point $x=2$ with $\varphi=x$, the three terms of the expansion are $4$, $3$ and $-4$. Their sum is $3=\tfrac32\cdot2$, as it should be. The corresponding eigenfunctions of $H$ are $\exp(-x^2/2)$ and $x\exp(-x^2/2)$, up to normalisation. They are square-integrable on the real line, although $1$ and $x$ are not.

## From the expansion back to the Jastrow condition

Suppose that $A$ contains coordinates $x_j$ with $D_ix_j=\delta_{ij}$, and that the expansion holds for some invertible $e$ about which nothing else is assumed. Since $D_i^2x_j=0$, the commutator formula with $x_j$ in place of $\tau$ gives

$$[H,x_j]a=-D_ja .$$

Apply both sides of the expansion to $x_j$, and subtract $x_j$ times their action on the constant function $1$. The left-hand side becomes

$$e^{-1}\big(H(e\,x_j)-x_jHe\big)=e^{-1}[H,x_j]e=-e^{-1}D_je .$$

On the right, $H$ contributes $[H,x_j]1=-D_j1=0$. The multiplicative parts of the two commutators cancel, and the gradient part of $[H,\tau]$ leaves $-D_j\tau$. Therefore $e^{-1}D_je=D_j\tau$, which is the condition $D_je=(D_j\tau)e$.

In the proof, `key` is the formula for $[H,x_j]$, used at $e$ and at $1$ as `k1` and `k2`. The expansion applied to $x_j$ and to $1$ gives `h1` and `h2`, and the final line combines these equations.

```lean
/-- Converse: if there are coordinates with `D_i x_j = δ_ij` and the expansion of `e⁻¹ H e` stops
after the double commutator with `τ`, then `D_j e = (D_j τ) e` for every `j`. -/
theorem jastrow_of_transcorrelated [DecidableEq ι] (D : ι → Derivation K A A) (V τ : A)
    (e : Aˣ) (x : ι → A) (hx : ∀ i j, D i (x j) = if i = j then 1 else 0)
    (h : transform e (hamiltonian D V) = hamiltonian D V + comm (hamiltonian D V) (mulOp K τ)
      + (1 / 2 : K) • comm (comm (hamiltonian D V) (mulOp K τ)) (mulOp K τ)) (j : ι) :
    D j (e : A) = D j τ * e := by
  -- the commutator of `H` with a coordinate is minus the matching derivative
  have key : ∀ a, comm (hamiltonian D V) (mulOp K (x j)) a = -D j a := by
    intro a
    have h0 : ∀ i, D i (D i (x j)) = 0 := by
      intro i
      rw [hx]
      split_ifs <;> simp
    rw [comm_hamiltonian_apply]
    simp only [h0]
    simp [hx]
  have k1 := key e
  rw [comm_apply, mul_comm (x j) (e : A)] at k1
  have k2 := key 1
  rw [comm_apply, mul_one, Derivation.map_one_eq_zero, neg_zero] at k2
  have g1 : ∑ i, D i τ * D i (x j) = D j τ := by simp [hx]
  have g2 : ∑ i, D i τ * D i (1 : A) = 0 := by simp
  -- compare the two operators on the coordinate and on the constant function
  have h1 := LinearMap.congr_fun h (x j)
  have h2 := LinearMap.congr_fun h 1
  rw [transform_apply, LinearMap.add_apply, LinearMap.add_apply, LinearMap.smul_apply,
    double_comm, comm_hamiltonian_apply, mulOp_apply, g1] at h1
  rw [transform_apply, LinearMap.add_apply, LinearMap.add_apply, LinearMap.smul_apply,
    double_comm, comm_hamiltonian_apply, mulOp_apply, g2] at h2
  simp only [Algebra.smul_def, mul_one] at h1 h2
  have hu : (e : A) * (↑e⁻¹ : A) = 1 := e.mul_inv
  linear_combination (-(e : A)) * h1 + (e : A) * x j * h2
    + (hamiltonian D V ((e : A) * x j) - x j * hamiltonian D V (e : A)) * hu
    + k1 - (e : A) * k2
```

## An exponential series that meets the condition

Formal power series over $\mathbb{Q}$ provide an example without any analysis. Take one derivation $D=d/dX$, $\tau=X$ and $e=\exp X=\sum_nX^n/n!$. The series is invertible with inverse $\exp(-X)$, and $DX=1$. The coefficient of $X^n$ in $D\exp X$ is

$$\frac{n+1}{(n+1)!}=\frac1{n!},$$

so $D\exp X=\exp X=(DX)\exp X$. Because $DX=1$, the element $X$ also serves as the coordinate required for the converse. The proof obtains invertibility from the product of the two exponentials and the derivative from this comparison of coefficients.

```lean
/-- In formal power series over `ℚ` with `D = d/dX`, the exponential series is invertible,
`D X = 1`, and `D exp = (D X) exp`. -/
theorem jastrow_witness :
    IsUnit (PowerSeries.exp ℚ) ∧
    PowerSeries.derivative ℚ (PowerSeries.X : PowerSeries ℚ) = 1 ∧
    PowerSeries.derivative ℚ (PowerSeries.exp ℚ) =
      PowerSeries.derivative ℚ (PowerSeries.X : PowerSeries ℚ) * PowerSeries.exp ℚ := by
  have hX : PowerSeries.derivative ℚ (PowerSeries.X : PowerSeries ℚ) = 1 :=
    PowerSeries.derivative_X
  refine ⟨?_, hX, ?_⟩
  · have h := PowerSeries.exp_mul_exp_neg_eq_one (A := ℚ)
    exact ⟨⟨_, _, h, by rw [mul_comm]; exact h⟩, rfl⟩
  · rw [hX, one_mul]
    ext n
    rw [PowerSeries.coeff_derivative, PowerSeries.coeff_exp, PowerSeries.coeff_exp,
      Nat.factorial_succ]
    simp only [eq_ratCast, Rat.cast_id]
    have hn : (n : ℚ) + 1 ≠ 0 := by positivity
    have hf : (n.factorial : ℚ) ≠ 0 := by positivity
    push_cast
    field_simp

end

end Transcorrelation
```

```lean
#print axioms Transcorrelation.triple_comm
#print axioms Transcorrelation.transcorrelated_hamiltonian
#print axioms Transcorrelation.transcorrelated_eigen_iff
#print axioms Transcorrelation.jastrow_of_transcorrelated
```

```
'Transcorrelation.triple_comm' depends on axioms: [propext, Classical.choice, Quot.sound]
'Transcorrelation.transcorrelated_hamiltonian' depends on axioms: [propext, Classical.choice, Quot.sound]
'Transcorrelation.transcorrelated_eigen_iff' depends on axioms: [propext, Classical.choice, Quot.sound]
'Transcorrelation.jastrow_of_transcorrelated' depends on axioms: [propext, Classical.choice, Quot.sound]
```
